# The average of nx^(2a) ny^(2b) nz^(2c) over the unit sphere is a ratio of double factorials

## Mean-square dipolar shift in a powder

To find the mean-square dipolar shift of a powder, one averages the square of an orientation-dependent frequency. For an isolated, rigid spin pair in a high field, write the shift as ω = d (3nz² − 1)/2. Here d is a constant that contains the coupling strength, and nz is the cosine of the angle between the internuclear axis and the field. With ⟨…⟩ for the average over orientations,

⟨ω²⟩ = (d²/4) (9⟨nz⁴⟩ − 6⟨nz²⟩ + 1).

The fourth and second moments of nz are 1/5 and 1/3, which gives ⟨ω²⟩ = d²/5. Other anisotropic interactions can lead to mixed products such as nx² ny², and one formula covers all products with even exponents.

The average gives every direction equal weight per unit solid angle. This describes an ideal powder, or the instantaneous orientations in an isotropic liquid, and it excludes samples with preferred orientation. For such a uniform distribution of a single axis, the moments also provide exact values against which an orientation grid in a simulation can be tested.

## The statement in words and in Lean

Let t be the polar angle and f the azimuthal angle, and let

n = (nx, ny, nz) = (sin t cos f, sin t sin f, cos t).

For a function g of the three components, `sphereAverage g` is

⟨g⟩ = (1/4π) ∫₀^π dt ∫₀^(2π) df g(nx, ny, nz) sin t.

For all natural numbers a, b, c, zero included, `sphereAverage_even` states

⟨nx^(2a) ny^(2b) nz^(2c)⟩ = (2a−1)!! (2b−1)!! (2c−1)!! / (2a+2b+2c+1)!!.

The double factorial of an odd number is the product of the odd numbers up to it, and (−1)!! = 1. In Lean, `oddFact n` is the real number 1·3·…·(2n−1), so the convention is the empty product `oddFact 0`. The denominator is `oddFact (a + b + c + 1)`, and `oddFact_eq_doubleFactorial` identifies such values with Mathlib's `Nat.doubleFactorial`.

The companion theorem `sphereAverage_odd` says that ⟨nx^p ny^q nz^r⟩ = 0 whenever at least one of p, q, r is odd. Together the two theorems give every monomial moment of a uniformly distributed direction. They concern the components of a single direction in one frame. This direction can be that of the field seen from a molecule, and its components are then the cosines of its angles with three perpendicular molecular axes. Rotational averages that cannot be written with one such direction are not covered.

The average could also have been defined by the normalised surface measure on the unit sphere in three-dimensional space. Rotational invariance would then be a property of the measure, and no polar axis would be singled out. The price would be a change of variables to angles before the derivation below could start. The definition used here takes the angular formula itself as the meaning of the average.

## Separating the angles

For an endpoint e, define

M(e; p, q) = ∫₀^e cos^p x sin^q x dx.

This is `trigMoment e p q`; the file's general lemmas call the endpoint `b`, a letter reserved here for an exponent. Collecting powers of sin t in the monomial gives

⟨nx^p ny^q nz^r⟩ = (1/4π) M(π; r, p+q+1) M(2π; p, q).

## Lowering an exponent by two

Suppose sin e = 0. The product rule gives

d/dx [cos^(p+1) x sin^(q+1) x] = (q+1) cos^(p+2) x sin^q x − (p+1) cos^p x sin^(q+2) x.

The bracket vanishes at 0 and at e, so

(q+1) M(e; p+2, q) − (p+1) M(e; p, q+2) = 0.

From sin² x + cos² x = 1 we also have

M(e; p+2, q) + M(e; p, q+2) = M(e; p, q).

Solving the two equations yields

(p+q+2) M(e; p+2, q) = (p+1) M(e; p, q),
(p+q+2) M(e; p, q+2) = (q+1) M(e; p, q).

## Even exponents

For the azimuthal integral, start from M(2π; 0, 0) = 2π. Raising the sine exponent and then the cosine exponent uses

(2b+2) M(2π; 0, 2b+2) = (2b+1) M(2π; 0, 2b),
(2a+2b+2) M(2π; 2a+2, 2b) = (2a+1) M(2π; 2a, 2b).

The numerators build up the double factorials and the denominators build up 2^(a+b) (a+b)!, so

M(2π; 2a, 2b) = 2π (2a−1)!! (2b−1)!! / (2^(a+b) (a+b)!).

For the polar integral put N = a + b and start from M(π; 0, 1) = 2. The steps are

(2N+3) M(π; 0, 2N+3) = (2N+2) M(π; 0, 2N+1),
(2N+2c+3) M(π; 2c+2, 2N+1) = (2c+1) M(π; 2c, 2N+1),

and they give

M(π; 2c, 2N+1) = 2 (2c−1)!! 2^N N! / (2N+2c+1)!!.

In the product of the two integrals 2^N N! cancels, and the remaining factor 4π is removed by the normalisation. This is the stated formula. For a = b = 0 it reduces to ⟨nz^(2c)⟩ = 1/(2c+1).

## Odd exponents

If sin e = 0, then

M(e; 1, q) = [sin^(q+1) x/(q+1)]₀^e = 0,

and the first recurrence carries the zero to every odd cosine exponent. This settles odd p, with e = 2π, and odd r, with e = π. For odd q, use

M(2π; p, 1) = −[cos^(p+1) x/(p+1)]₀^(2π) = 0

and the second recurrence. The full turn matters here, because the cosine has equal values at 0 and 2π but not at 0 and π.

## The moment ⟨nx² ny²⟩ in numbers

Take a = b = 1 and c = 0. The azimuthal integral is 2π/(4·2) = π/4, and the polar integral is 2·4·2/15 = 16/15. Hence

⟨nx² ny²⟩ = (1/4π)(π/4)(16/15) = 1/15,

in agreement with 1·1·1/5!!. As a check, the average of (nx² + ny² + nz²)² must be 1, and indeed 3·(1/5) + 6·(1/15) = 1.

## The Lean file

```lean
import Mathlib

open Real

namespace SphereMoments

noncomputable section

/-- The average of a function of the direction `n = (sin t cos f, sin t sin f, cos t)` over the
unit sphere, with weight `sin t / (4 π)`. -/
def sphereAverage (g : ℝ → ℝ → ℝ → ℝ) : ℝ :=
  1 / (4 * π) * ∫ t in (0 : ℝ)..π, ∫ f in (0 : ℝ)..(2 * π),
    g (sin t * cos f) (sin t * sin f) (cos t) * sin t

/-- The product `1 · 3 · ... · (2n - 1)` of the first `n` odd numbers, that is `(2n - 1)!!`
with `(-1)!! = 1`. -/
def oddFact (n : ℕ) : ℝ := ∏ i ∈ Finset.range n, (2 * (i : ℝ) + 1)

/-- The integral of `cos^p sin^q` over the angles from `0` to `b`. -/
def trigMoment (b : ℝ) (p q : ℕ) : ℝ := ∫ x in (0 : ℝ)..b, cos x ^ p * sin x ^ q

/-- The product of the first `n + 1` odd numbers is the double factorial `(2n + 1)!!`. -/
theorem oddFact_eq_doubleFactorial (n : ℕ) :
    oddFact (n + 1) = (Nat.doubleFactorial (2 * n + 1) : ℝ) := by
  induction n with
  | zero => simp [oddFact]
  | succ n ih =>
    rw [show oddFact (n + 1 + 1) = oddFact (n + 1) * (2 * ((n + 1 : ℕ) : ℝ) + 1) from
      Finset.prod_range_succ _ _, ih, show 2 * (n + 1) + 1 = 2 * n + 1 + 2 by ring,
      Nat.doubleFactorial_add_two]
    push_cast
    ring

/-- Recurrences that lower the power of the cosine or of the sine by two, for an interval from
`0` to a zero of the sine. -/
theorem trigMoment_step {b : ℝ} (hb : sin b = 0) (p q : ℕ) :
    ((p : ℝ) + q + 2) * trigMoment b (p + 2) q = (p + 1) * trigMoment b p q ∧
    ((p : ℝ) + q + 2) * trigMoment b p (q + 2) = (q + 1) * trigMoment b p q := by
  have hi : ∀ m n : ℕ, IntervalIntegrable (fun x : ℝ => cos x ^ m * sin x ^ n)
      MeasureTheory.volume 0 b :=
    fun m n => Continuous.intervalIntegrable (by fun_prop) _ _
  -- the Pythagorean identity under the integral
  have h1 : trigMoment b (p + 2) q + trigMoment b p (q + 2) = trigMoment b p q := by
    unfold trigMoment
    rw [← intervalIntegral.integral_add (hi _ _) (hi _ _)]
    refine intervalIntegral.integral_congr (fun x _ => ?_)
    linear_combination (cos x ^ p * sin x ^ q) * sin_sq_add_cos_sq x
  -- integration by parts: the boundary terms vanish
  have hd : ∀ x : ℝ, HasDerivAt (fun x : ℝ => cos x ^ (p + 1) * sin x ^ (q + 1))
      (((q : ℝ) + 1) * (cos x ^ (p + 2) * sin x ^ q)
        - ((p : ℝ) + 1) * (cos x ^ p * sin x ^ (q + 2))) x := by
    intro x
    refine (((Real.hasDerivAt_cos x).fun_pow (p + 1)).fun_mul
      ((Real.hasDerivAt_sin x).fun_pow (q + 1))).congr_deriv ?_
    simp only [Nat.add_sub_cancel]
    push_cast
    ring
  have i1 : IntervalIntegrable (fun x : ℝ => ((q : ℝ) + 1) * (cos x ^ (p + 2) * sin x ^ q))
      MeasureTheory.volume 0 b := Continuous.intervalIntegrable (by fun_prop) _ _
  have i2 : IntervalIntegrable (fun x : ℝ => ((p : ℝ) + 1) * (cos x ^ p * sin x ^ (q + 2)))
      MeasureTheory.volume 0 b := Continuous.intervalIntegrable (by fun_prop) _ _
  have hint : (∫ x in (0 : ℝ)..b, (((q : ℝ) + 1) * (cos x ^ (p + 2) * sin x ^ q)
        - ((p : ℝ) + 1) * (cos x ^ p * sin x ^ (q + 2))))
      = cos b ^ (p + 1) * sin b ^ (q + 1) - cos 0 ^ (p + 1) * sin 0 ^ (q + 1) :=
    intervalIntegral.integral_eq_sub_of_hasDerivAt (fun x _ => hd x)
      (Continuous.intervalIntegrable (by fun_prop) _ _)
  have hz : (0 : ℝ) ^ (q + 1) = 0 := by simp
  rw [intervalIntegral.integral_sub i1 i2, intervalIntegral.integral_const_mul,
    intervalIntegral.integral_const_mul, hb, Real.sin_zero, hz, mul_zero, mul_zero,
    sub_zero] at hint
  have h2 : ((q : ℝ) + 1) * trigMoment b (p + 2) q
      - ((p : ℝ) + 1) * trigMoment b p (q + 2) = 0 := hint
  constructor
  · linear_combination ((p : ℝ) + 1) * h1 + h2
  · linear_combination ((q : ℝ) + 1) * h1 - h2

/-- An odd power of the cosine times any power of the sine integrates to zero from `0` to a zero
of the sine. -/
theorem trigMoment_odd_cos {b : ℝ} (hb : sin b = 0) (k q : ℕ) :
    trigMoment b (2 * k + 1) q = 0 := by
  induction k with
  | zero =>
    have hd : ∀ x : ℝ, HasDerivAt (fun x : ℝ => sin x ^ (q + 1) / ((q : ℝ) + 1))
        (cos x ^ (2 * 0 + 1) * sin x ^ q) x := by
      intro x
      refine (((Real.hasDerivAt_sin x).fun_pow (q + 1)).div_const ((q : ℝ) + 1)).congr_deriv ?_
      rw [div_eq_iff (by positivity)]
      simp only [Nat.add_sub_cancel]
      push_cast
      ring
    unfold trigMoment
    rw [intervalIntegral.integral_eq_sub_of_hasDerivAt (fun x _ => hd x)
      (Continuous.intervalIntegrable (by fun_prop) _ _)]
    simp [hb]
  | succ k ih =>
    have h := (trigMoment_step hb (2 * k + 1) q).1
    rw [ih, mul_zero] at h
    rw [show 2 * (k + 1) + 1 = 2 * k + 1 + 2 by ring]
    exact (mul_eq_zero.mp h).resolve_left (by positivity)

/-- An odd power of the sine times any power of the cosine integrates to zero over a full turn. -/
theorem trigMoment_odd_sin (p k : ℕ) : trigMoment (2 * π) p (2 * k + 1) = 0 := by
  induction k with
  | zero =>
    have hp : -((p : ℝ) + 1) ≠ 0 := neg_ne_zero.mpr (by positivity)
    have hd : ∀ x : ℝ, HasDerivAt (fun x : ℝ => cos x ^ (p + 1) / (-((p : ℝ) + 1)))
        (cos x ^ p * sin x ^ (2 * 0 + 1)) x := by
      intro x
      refine (((Real.hasDerivAt_cos x).fun_pow (p + 1)).div_const (-((p : ℝ) + 1))).congr_deriv ?_
      rw [div_eq_iff hp]
      simp only [Nat.add_sub_cancel]
      push_cast
      ring
    unfold trigMoment
    rw [intervalIntegral.integral_eq_sub_of_hasDerivAt (fun x _ => hd x)
      (Continuous.intervalIntegrable (by fun_prop) _ _), Real.cos_two_pi, Real.cos_zero, sub_self]
  | succ k ih =>
    have h := (trigMoment_step Real.sin_two_pi p (2 * k + 1)).2
    rw [ih, mul_zero] at h
    rw [show 2 * (k + 1) + 1 = 2 * k + 1 + 2 by ring]
    exact (mul_eq_zero.mp h).resolve_left (by positivity)

/-- The azimuthal integral of `cos^(2a) sin^(2b)` over a full turn, multiplied by
`2^(a+b) (a+b)!`, is `2π (2a-1)!! (2b-1)!!`. -/
theorem azimuthal_integral (a b : ℕ) :
    2 ^ (a + b) * ((a + b).factorial : ℝ) * trigMoment (2 * π) (2 * a) (2 * b)
      = 2 * π * oddFact a * oddFact b := by
  induction a with
  | zero =>
    simp only [mul_zero, zero_add]
    induction b with
    | zero => simp [trigMoment, oddFact]
    | succ b ih =>
      have h := (trigMoment_step Real.sin_two_pi 0 (2 * b)).2
      rw [show 2 * (b + 1) = 2 * b + 2 by ring, Nat.factorial_succ,
        show oddFact (b + 1) = oddFact b * (2 * (b : ℝ) + 1) from Finset.prod_range_succ _ _]
      push_cast at h ⊢
      linear_combination 2 ^ b * (b.factorial : ℝ) * h + (2 * (b : ℝ) + 1) * ih
  | succ a ih =>
    have h := (trigMoment_step Real.sin_two_pi (2 * a) (2 * b)).1
    rw [show 2 * (a + 1) = 2 * a + 2 by ring, show a + 1 + b = a + b + 1 by ring,
      Nat.factorial_succ,
      show oddFact (a + 1) = oddFact a * (2 * (a : ℝ) + 1) from Finset.prod_range_succ _ _]
    push_cast at h ⊢
    linear_combination 2 ^ (a + b) * ((a + b).factorial : ℝ) * h + (2 * (a : ℝ) + 1) * ih

/-- The polar integral of `cos^(2c) sin^(2N+1)` from `0` to `π`, multiplied by `(2N+2c+1)!!`,
is `2 (2c-1)!! 2^N N!`. -/
theorem polar_integral (c N : ℕ) :
    oddFact (N + c + 1) * trigMoment π (2 * c) (2 * N + 1)
      = 2 * oddFact c * (2 ^ N * (N.factorial : ℝ)) := by
  induction c with
  | zero =>
    simp only [mul_zero, add_zero]
    induction N with
    | zero => norm_num [trigMoment, oddFact, integral_sin]
    | succ N ih =>
      have h := (trigMoment_step Real.sin_pi 0 (2 * N + 1)).2
      rw [show 2 * (N + 1) + 1 = 2 * N + 1 + 2 by ring, Nat.factorial_succ,
        show oddFact (N + 1 + 1) = oddFact (N + 1) * (2 * ((N + 1 : ℕ) : ℝ) + 1) from
          Finset.prod_range_succ _ _]
      push_cast at h ⊢
      linear_combination oddFact (N + 1) * h + (2 * (N : ℝ) + 2) * ih
  | succ c ih =>
    have h := (trigMoment_step Real.sin_pi (2 * c) (2 * N + 1)).1
    rw [show 2 * (c + 1) = 2 * c + 2 by ring, show N + (c + 1) + 1 = N + c + 1 + 1 by ring,
      show oddFact (N + c + 1 + 1) = oddFact (N + c + 1) * (2 * ((N + c + 1 : ℕ) : ℝ) + 1) from
        Finset.prod_range_succ _ _,
      show oddFact (c + 1) = oddFact c * (2 * (c : ℝ) + 1) from Finset.prod_range_succ _ _]
    push_cast at h ⊢
    linear_combination oddFact (N + c + 1) * h + (2 * (c : ℝ) + 1) * ih

/-- The sphere average of a monomial in the direction cosines is a polar integral times an
azimuthal integral, divided by `4π`. -/
theorem sphereAverage_factor (p q r : ℕ) :
    sphereAverage (fun x y z => x ^ p * y ^ q * z ^ r)
      = 1 / (4 * π) * (trigMoment π r (p + q + 1) * trigMoment (2 * π) p q) := by
  have h : ∀ t : ℝ, (∫ f in (0 : ℝ)..(2 * π),
      (sin t * cos f) ^ p * (sin t * sin f) ^ q * cos t ^ r * sin t)
      = cos t ^ r * sin t ^ (p + q + 1) * trigMoment (2 * π) p q := by
    intro t
    unfold trigMoment
    rw [← intervalIntegral.integral_const_mul]
    refine intervalIntegral.integral_congr (fun f _ => ?_)
    ring
  unfold sphereAverage
  simp only [h, intervalIntegral.integral_mul_const]
  rfl

/-- The sphere average of `nx^(2a) ny^(2b) nz^(2c)` is
`(2a-1)!! (2b-1)!! (2c-1)!! / (2a+2b+2c+1)!!`. -/
theorem sphereAverage_even (a b c : ℕ) :
    sphereAverage (fun x y z => x ^ (2 * a) * y ^ (2 * b) * z ^ (2 * c))
      = oddFact a * oddFact b * oddFact c / oddFact (a + b + c + 1) := by
  have hF : 0 < oddFact (a + b + c + 1) := by
    unfold oddFact
    exact Finset.prod_pos fun i _ => by positivity
  have h1 := azimuthal_integral a b
  have h2 := polar_integral c (a + b)
  rw [sphereAverage_factor, show 2 * a + 2 * b + 1 = 2 * (a + b) + 1 by ring,
    eq_div_iff hF.ne']
  -- the factor 2^(a+b) (a+b)! cancels between the two integrals
  have h3 : trigMoment π (2 * c) (2 * (a + b) + 1) * trigMoment (2 * π) (2 * a) (2 * b)
      * oddFact (a + b + c + 1) = 4 * π * (oddFact a * oddFact b * oddFact c) := by
    linear_combination trigMoment (2 * π) (2 * a) (2 * b) * h2 + 2 * oddFact c * h1
  have hpi : 4 * π ≠ 0 := by positivity
  rw [mul_assoc, h3, ← mul_assoc, one_div, inv_mul_cancel₀ hpi, one_mul]

/-- The sphere average of `nx^p ny^q nz^r` vanishes if at least one exponent is odd. -/
theorem sphereAverage_odd (p q r : ℕ) (h : Odd p ∨ Odd q ∨ Odd r) :
    sphereAverage (fun x y z => x ^ p * y ^ q * z ^ r) = 0 := by
  rw [sphereAverage_factor]
  rcases h with ⟨k, rfl⟩ | ⟨k, rfl⟩ | ⟨k, rfl⟩
  · rw [trigMoment_odd_cos Real.sin_two_pi, mul_zero, mul_zero]
  · rw [trigMoment_odd_sin, mul_zero, mul_zero]
  · rw [trigMoment_odd_cos Real.sin_pi, zero_mul, mul_zero]

/-- The sphere average of `nz^(2c)` is `1 / (2c + 1)`. -/
theorem sphereAverage_axial (c : ℕ) :
    sphereAverage (fun _ _ z => z ^ (2 * c)) = 1 / (2 * (c : ℝ) + 1) := by
  have hc : 0 < oddFact c := by
    unfold oddFact
    exact Finset.prod_pos fun i _ => by positivity
  have h0 : oddFact 0 = 1 := by simp [oddFact]
  have h := sphereAverage_even 0 0 c
  simp only [mul_zero, pow_zero, one_mul, zero_add, h0] at h
  rw [h, show oddFact (c + 1) = oddFact c * (2 * (c : ℝ) + 1) from Finset.prod_range_succ _ _,
    div_eq_div_iff (by positivity) (by positivity)]
  ring

end

end SphereMoments
```

```lean
#print axioms SphereMoments.oddFact_eq_doubleFactorial
-- 'SphereMoments.oddFact_eq_doubleFactorial' depends on axioms: [propext, Classical.choice, Quot.sound]
#print axioms SphereMoments.sphereAverage_factor
-- 'SphereMoments.sphereAverage_factor' depends on axioms: [propext, Classical.choice, Quot.sound]
#print axioms SphereMoments.sphereAverage_odd
-- 'SphereMoments.sphereAverage_odd' depends on axioms: [propext, Classical.choice, Quot.sound]
#print axioms SphereMoments.sphereAverage_axial
-- 'SphereMoments.sphereAverage_axial' depends on axioms: [propext, Classical.choice, Quot.sound]
```

## How the proof follows the calculation

`sphereAverage_factor` separates the angles. For fixed t it rearranges the integrand with `ring` and takes the t-dependent factor out of the azimuthal integral; the azimuthal moment then comes out of the polar one.

`trigMoment_step` proves both recurrences. Its `h1` is the Pythagorean relation under the integral. The derivative is `hd`, and the fundamental theorem of calculus turns it into `hint`; once the boundary terms are removed, this becomes `h2`. The two `linear_combination` lines at the end solve the pair of equations exactly as above.

`azimuthal_integral` and `polar_integral` state the closed forms with the denominators multiplied out, so the inductions need no division. The outer induction raises the cosine exponent, and its base case contains an induction on the sine exponent. Each successor step combines one recurrence with the induction hypothesis.

In `sphereAverage_even`, the equation `h3` multiplies the two integrals and cancels 2^(a+b) (a+b)!. The last line divides by 4π. The positivity of the double factorial in the denominator, `hF`, justifies clearing the fraction.

`trigMoment_odd_cos` and `trigMoment_odd_sin` begin with the explicit antiderivatives. In their successor steps the recurrence says that a positive number times the new integral is zero, so the integral is zero. `sphereAverage_odd` then distinguishes which exponent is odd and makes the corresponding factor vanish.

Finally, `sphereAverage_axial` sets a = b = 0 and cancels all but the last factor, 2c+1, of the denominator. It supplies the values 1/3 and 1/5 used for the dipolar shift.
